# A radiatively damped dipole reaches the cross-section limit 3λ²/2π only on resonance, for every coupling strength

Take an atom that responds to light as a point dipole, with resonance frequency $w_0$ and a coupling $g$ to the radiation field. At driving frequency $w$ its polarizability is

$$a=\frac{6\pi c^3 g}{w_0^2-w^2-i g w^3},$$

where $c$ is the speed of light. Exactly on resonance the real part of the denominator vanishes, the coupling cancels, and with $k=w/c$ what remains is $a=6\pi i/k^3$. The extinction cross section $k\,\mathrm{Im}\,a$ is then $6\pi/k^2$, or $3\lambda^2/(2\pi)$ in terms of the wavelength $\lambda=2\pi/k$. Exactly on resonance, a weakly coupled atom therefore removes as much light from a monochromatic beam as a strongly coupled one.

I would like to see this made rigorous for all frequencies, and checked by machine. Does the atom always scatter exactly what it extinguishes? Is $6\pi/k^2$ really an upper limit, and is it reached only at $w=w_0$?

## The coupling that drives the dipole also damps it

Yes to all three, for positive $c$, $g$, $w$ and $w_0$. The bound does not depend on the details of the atom, so it is convenient to start with an arbitrary complex polarizability $a=x+iy$. Its cross sections are

$$\sigma_{\rm ext}=k\,y,\qquad \sigma_{\rm sca}(a)=\frac{k^4(x^2+y^2)}{6\pi}.$$

Shift $a$ by the resonant value $6\pi i/k^3$ and expand the square:

$$\sigma_{\rm sca}\!\left(a-\frac{6\pi i}{k^3}\right)=\frac{k^4}{6\pi}\left[x^2+\left(y-\frac{6\pi}{k^3}\right)^2\right]=\sigma_{\rm sca}(a)-2\sigma_{\rm ext}+\frac{6\pi}{k^2}.$$

Rearranged, this reads

$$\frac{6\pi}{k^2}-\sigma_{\rm ext}=\bigl(\sigma_{\rm ext}-\sigma_{\rm sca}(a)\bigr)+\sigma_{\rm sca}\!\left(a-\frac{6\pi i}{k^3}\right).$$

The first term on the right is the absorption. It is nonnegative for a passive dipole, one that does not scatter more than it extinguishes. The second term is a square. Hence $\sigma_{\rm ext}\le 6\pi/k^2$, and equality forces the square to vanish, so that $a=6\pi i/k^3$. Conversely, that value of $a$ gives equality.

Shifting by half as much bounds the absorption itself:

$$\frac{3\pi}{2k^2}-\bigl(\sigma_{\rm ext}-\sigma_{\rm sca}(a)\bigr)=\sigma_{\rm sca}\!\left(a-\frac{3\pi i}{k^3}\right)\ge 0.$$

No dipole, passive or not, absorbs more than a quarter of the extinction limit, and the maximum occurs only at $a=3\pi i/k^3$.

For the atom, let $N=(w_0^2-w^2)^2+(g w^3)^2$ be the squared modulus of the denominator. Multiplying numerator and denominator by the complex conjugate gives $\mathrm{Im}\,a=6\pi c^3g\cdot g w^3/N$, so

$$\sigma_{\rm ext}=\frac{w}{c}\cdot\frac{6\pi c^3g^2w^3}{N}=\frac{6\pi c^2g^2w^4}{N},\qquad
\sigma_{\rm sca}=\frac{w^4}{c^4}\cdot\frac{(6\pi c^3g)^2}{6\pi N}=\frac{6\pi c^2g^2w^4}{N}.$$

The two agree, and both can be written as

$$\frac{6\pi}{k^2}\cdot\frac{(g w^3)^2}{(w_0^2-w^2)^2+(g w^3)^2}.$$

The atom is thus lossless, hence passive, and the bound applies. Equality requires the last fraction to be $1$, which means $(w_0^2-w^2)^2=0$, or $(w_0-w)(w_0+w)=0$. The sum of two positive frequencies is not zero, so $w=w_0$.

The limit of weak coupling shows what $g$ does control. For small $g$ the resonance factor falls to one half at a detuning of about $g w_0^2/2$ on either side. As $g\to0$ the line becomes arbitrarily narrow, while its value at $w_0$ stays the same.

## What the Lean theorem says about the atom

The main theorem, `resonant_cross_section`, takes real numbers `c`, `g`, `w`, `w0`, all assumed positive, and states four things at wavenumber `w / c`: extinction equals scattering; extinction is at most $6\pi/k^2$; this limit equals $3\lambda^2/(2\pi)$; and extinction attains it if and only if `w = w0`. Since `g` is an arbitrary positive number, the statement holds for every coupling.

The limit is taken at the same frequency as the cross section. The theorem compares $\sigma_{\rm ext}(w)$ with $6\pi c^2/w^2$, which itself changes with $w$; it does not say that $\sigma_{\rm ext}$, as a function of frequency, has its maximum at $w_0$.

The definitions fix the conventions. The polarizability `a : ℂ` has the dimension of a volume, with the vacuum permittivity divided out, and fields vary as $e^{-iwt}$, so a positive imaginary part means that light is removed from the beam. `extinction` and `scattering` are defined by the standard point-dipole formulas; they are not derived from Maxwell's equations.

The form of `polarizability` is also postulated. Its physical content is that the same `g` appears in the numerator, where it sets how strongly the field drives the dipole, and in the damping term, where it sets how strongly the dipole radiates. For a classical charge $e$ of mass $m$ bound by a spring, $g=e^2/(6\pi\varepsilon_0mc^3)$. An additional, nonradiative damping term would break the balance between extinction and scattering.

The model is a single dipole with linear response. It contains no saturation, no Doppler broadening and no decay to other levels. Within those restrictions, the result gives the resonant cross section of a weakly driven, closed atomic transition from a ground state of angular momentum 0 to an excited state of angular momentum 1 (a degenerate ground state can change the prefactor), and the equality of extinction and scattering is a consistency test for lossless point scatterers in linear coupled-dipole simulations.

```lean
import Mathlib

open scoped Real

namespace RadiativelyDampedDipole

noncomputable section

/-- Extinction cross section of a point dipole with polarizability `a` at wavenumber `k`. -/
def extinction (k : ℝ) (a : ℂ) : ℝ := k * a.im

/-- Scattering cross section of a point dipole with polarizability `a` at wavenumber `k`. -/
def scattering (k : ℝ) (a : ℂ) : ℝ := k ^ 4 * ‖a‖ ^ 2 / (6 * π)

/-- Wavelength of light of wavenumber `k`. -/
def wavelength (k : ℝ) : ℝ := 2 * π / k

/-- Resonance denominator `w0² - w² - i g w³` of an oscillator damped by its own radiation. -/
def denominator (g w0 w : ℝ) : ℂ :=
  ((w0 ^ 2 - w ^ 2 : ℝ) : ℂ) - Complex.I * ((g * w ^ 3 : ℝ) : ℂ)

/-- Polarizability of an atom with resonance frequency `w0` and radiative coupling `g`,
driven at frequency `w`. -/
def polarizability (c g w0 w : ℝ) : ℂ :=
  ((6 * π * c ^ 3 * g : ℝ) : ℂ) / denominator g w0 w

/-- The scattering cross section in terms of the real and imaginary parts of the
polarizability. -/
theorem scattering_eq (k : ℝ) (a : ℂ) :
    scattering k a = k ^ 4 * (a.re ^ 2 + a.im ^ 2) / (6 * π) := by
  unfold scattering
  rw [Complex.sq_norm, Complex.normSq_apply]
  ring

/-- A dipole scatters no light exactly when its polarizability vanishes. -/
theorem scattering_eq_zero_iff {k : ℝ} (hk : 0 < k) (a : ℂ) :
    scattering k a = 0 ↔ a = 0 := by
  unfold scattering
  simp [hk.ne', Real.pi_ne_zero]

/-- A dipole that scatters no more than it extinguishes has extinction cross section at most
`6π/k²`, with equality exactly for the polarizability `6πi/k³`. -/
theorem passive_extinction_le {k : ℝ} (hk : 0 < k) (a : ℂ)
    (hpass : scattering k a ≤ extinction k a) :
    extinction k a ≤ 6 * π / k ^ 2 ∧
      (extinction k a = 6 * π / k ^ 2 ↔ a = ((6 * π / k ^ 3 : ℝ) : ℂ) * Complex.I) := by
  have hp := Real.pi_pos
  have hp0 := Real.pi_ne_zero
  have hk0 := hk.ne'
  -- the distance to the limit is the absorption plus a completed square
  have gap : 6 * π / k ^ 2 - extinction k a = (extinction k a - scattering k a)
      + scattering k (a - ((6 * π / k ^ 3 : ℝ) : ℂ) * Complex.I) := by
    simp only [scattering_eq, extinction, Complex.sub_re, Complex.sub_im, Complex.mul_re,
      Complex.mul_im, Complex.I_re, Complex.I_im, Complex.ofReal_re, Complex.ofReal_im,
      mul_zero, sub_zero, mul_one, add_zero]
    field_simp
    ring
  have hs : 0 ≤ scattering k (a - ((6 * π / k ^ 3 : ℝ) : ℂ) * Complex.I) := by
    unfold scattering
    positivity
  refine ⟨by linarith, fun h => ?_, fun h => ?_⟩
  · exact sub_eq_zero.mp ((scattering_eq_zero_iff hk _).mp (by linarith))
  · rw [h]
    simp only [extinction, Complex.mul_im, Complex.I_re, Complex.I_im, Complex.ofReal_re,
      Complex.ofReal_im, mul_zero, mul_one, add_zero]
    field_simp

/-- The absorption cross section, extinction minus scattering, of any dipole is at most
`3π/(2k²)`, with equality exactly for the polarizability `3πi/k³`. -/
theorem absorption_le {k : ℝ} (hk : 0 < k) (a : ℂ) :
    extinction k a - scattering k a ≤ 3 * π / (2 * k ^ 2) ∧
      (extinction k a - scattering k a = 3 * π / (2 * k ^ 2) ↔
        a = ((3 * π / k ^ 3 : ℝ) : ℂ) * Complex.I) := by
  have hp := Real.pi_pos
  have hp0 := Real.pi_ne_zero
  have hk0 := hk.ne'
  -- here the distance to the limit is a single completed square
  have gap : 3 * π / (2 * k ^ 2) - (extinction k a - scattering k a)
      = scattering k (a - ((3 * π / k ^ 3 : ℝ) : ℂ) * Complex.I) := by
    simp only [scattering_eq, extinction, Complex.sub_re, Complex.sub_im, Complex.mul_re,
      Complex.mul_im, Complex.I_re, Complex.I_im, Complex.ofReal_re, Complex.ofReal_im,
      mul_zero, sub_zero, mul_one, add_zero]
    field_simp
    ring
  have hs : 0 ≤ scattering k (a - ((3 * π / k ^ 3 : ℝ) : ℂ) * Complex.I) := by
    unfold scattering
    positivity
  have e := (scattering_eq_zero_iff hk
    (a - ((3 * π / k ^ 3 : ℝ) : ℂ) * Complex.I)).trans sub_eq_zero
  refine ⟨by linarith, ?_⟩
  rw [← e, ← gap]
  constructor <;> intro h <;> linarith

/-- Line shape of the radiatively damped atom: extinction and scattering are both `6π/k²` times
the same resonance factor. -/
theorem line_shape {c g w : ℝ} (w0 : ℝ) (hc : 0 < c) (hg : 0 < g) (hw : 0 < w) :
    extinction (w / c) (polarizability c g w0 w) = 6 * π / (w / c) ^ 2 *
        ((g * w ^ 3) ^ 2 / ((w0 ^ 2 - w ^ 2) ^ 2 + (g * w ^ 3) ^ 2)) ∧
      scattering (w / c) (polarizability c g w0 w) = 6 * π / (w / c) ^ 2 *
        ((g * w ^ 3) ^ 2 / ((w0 ^ 2 - w ^ 2) ^ 2 + (g * w ^ 3) ^ 2)) := by
  have hp0 := Real.pi_ne_zero
  have hre : (denominator g w0 w).re = w0 ^ 2 - w ^ 2 := by
    simp only [denominator, Complex.sub_re, Complex.mul_re, Complex.I_re, Complex.I_im,
      Complex.ofReal_re, Complex.ofReal_im]
    ring
  have him : (denominator g w0 w).im = -(g * w ^ 3) := by
    simp only [denominator, Complex.sub_im, Complex.mul_im, Complex.I_re, Complex.I_im,
      Complex.ofReal_re, Complex.ofReal_im]
    ring
  have hn : Complex.normSq (denominator g w0 w)
      = (w0 ^ 2 - w ^ 2) ^ 2 + (g * w ^ 3) ^ 2 := by
    rw [Complex.normSq_apply, hre, him]
    ring
  have hN : (w0 ^ 2 - w ^ 2) ^ 2 + (g * w ^ 3) ^ 2 ≠ 0 := by positivity
  constructor
  · unfold extinction polarizability
    rw [Complex.div_im, Complex.ofReal_im, Complex.ofReal_re, hn, him]
    generalize (w0 ^ 2 - w ^ 2) ^ 2 + (g * w ^ 3) ^ 2 = N at hN ⊢
    field_simp
    ring
  · unfold scattering polarizability
    rw [Complex.sq_norm, map_div₀, Complex.normSq_ofReal, hn]
    generalize (w0 ^ 2 - w ^ 2) ^ 2 + (g * w ^ 3) ^ 2 = N at hN ⊢
    field_simp

/-- For every positive radiative coupling `g`, the atom scatters all the light it extinguishes, and
its cross section is at most `6π/k² = 3λ²/(2π)`, with equality exactly on resonance. -/
theorem resonant_cross_section {c g w w0 : ℝ} (hc : 0 < c) (hg : 0 < g) (hw : 0 < w)
    (hw0 : 0 < w0) :
    extinction (w / c) (polarizability c g w0 w)
        = scattering (w / c) (polarizability c g w0 w) ∧
      extinction (w / c) (polarizability c g w0 w) ≤ 6 * π / (w / c) ^ 2 ∧
      6 * π / (w / c) ^ 2 = 3 * wavelength (w / c) ^ 2 / (2 * π) ∧
      (extinction (w / c) (polarizability c g w0 w) = 6 * π / (w / c) ^ 2 ↔ w = w0) := by
  have hp := Real.pi_pos
  have hp0 := Real.pi_ne_zero
  have hk : 0 < w / c := div_pos hw hc
  obtain ⟨hext, hsca⟩ := line_shape w0 hc hg hw
  have hbal := hext.trans hsca.symm
  refine ⟨hbal, (passive_extinction_le hk _ hbal.ge).1, ?_, ?_⟩
  · unfold wavelength
    field_simp
    ring
  · have hK : 6 * π / (w / c) ^ 2 ≠ 0 := by positivity
    have hN : (w0 ^ 2 - w ^ 2) ^ 2 + (g * w ^ 3) ^ 2 ≠ 0 := by positivity
    rw [hext]
    constructor
    · intro h
      -- the resonance factor is one, so the detuning vanishes
      have hL := mul_left_cancel₀ hK (h.trans (mul_one _).symm)
      rw [div_eq_one_iff_eq hN] at hL
      have h1 : (w0 ^ 2 - w ^ 2) ^ 2 = 0 := by linarith
      have h2 : w0 ^ 2 - w ^ 2 = 0 := (pow_eq_zero_iff two_ne_zero).mp h1
      have h3 : (w0 - w) * (w0 + w) = 0 := by linear_combination h2
      have h4 : w0 - w = 0 := (mul_eq_zero.mp h3).resolve_right (by positivity)
      linarith
    · intro h
      have hL : (g * w ^ 3) ^ 2 / ((w0 ^ 2 - w ^ 2) ^ 2 + (g * w ^ 3) ^ 2) = 1 := by
        rw [div_eq_one_iff_eq hN, h]
        ring
      rw [hL, mul_one]

end

end RadiativelyDampedDipole
```

```lean
#print axioms RadiativelyDampedDipole.absorption_le
#print axioms RadiativelyDampedDipole.resonant_cross_section
```

```
'RadiativelyDampedDipole.absorption_le' depends on axioms: [propext, Classical.choice, Quot.sound]
'RadiativelyDampedDipole.resonant_cross_section' depends on axioms: [propext, Classical.choice, Quot.sound]
```

## How the completed squares become Lean proofs

`scattering_eq` replaces $|a|^2$ by the sum of the squared real and imaginary parts. `scattering_eq_zero_iff` says that scattering vanishes only for $a=0$; applied to a shifted polarizability, it turns a vanishing square into an exact value of `a`.

In `passive_extinction_le`, the step `gap` is the first completed square above. The `simp only` call writes everything in real and imaginary parts, `field_simp` clears the denominators, and `ring` verifies the resulting polynomial identity. The step `hs` records that the square is nonnegative. With the passivity hypothesis `hpass`, `linarith` then yields the bound, and in the case of equality it shows that the square is zero. `absorption_le` follows the same pattern with the half shift, and needs no passivity because its `gap` consists of the square alone.

`line_shape` carries out the calculation for the atom. The steps `hre`, `him` and `hn` compute the real part, imaginary part and squared modulus of the denominator, and `hN` shows that the squared modulus is nonzero, which follows from `g` and `w` being positive. In each half of the proof, `generalize` then names this quantity `N`, as in the calculation by hand, so that the remaining algebra treats it as a single symbol. The resonance frequency may be any real number here.

In `resonant_cross_section`, the two line shapes combine into the balance `hbal`. This supplies the passivity that the general bound requires, so for the atom passivity is proved and not assumed. The wavelength identity is direct algebra.

The equality condition is read off from the line shape. Cancelling the nonzero factor $6\pi/k^2$ leaves a resonance factor equal to one; `h1` and `h2` make the detuning $w_0^2-w^2$ vanish, `h3` factors it, and `h4` discards the factor $w_0+w$ because it is positive. In the other direction, substituting `w = w0` makes the resonance factor equal to one.
